# Mean first-passage times on a one-step chain, as a double sum over the rates

## Why adding up the forward hops fails

A walker hops along sites $0, 1, 2, \dots$, up from site $n$ with rate $u_n$ and down with rate $d_n$. How long does it take on average to reach site $N$ from site $0$? Adding the times $1/u_n$ ignores every step back. With all rates equal to $k$ this gives $N/k$, whereas the solution below gives $N(N+1)/(2k)$, larger by a factor $(N+1)/2$.

## The backward equation

Let $T_n$ be the mean time to reach $N$ from $n$. During a short time $dt$ the walker moves up with probability $u_n\,dt$, down with probability $d_n\,dt$, or stays, so
$$T_n = dt + u_n\,dt\,T_{n+1} + d_n\,dt\,T_{n-1} + (1-u_n\,dt-d_n\,dt)\,T_n .$$
Hence
$$u_n(T_{n+1}-T_n)+d_n(T_{n-1}-T_n)=-1 \qquad (0\le n<N).$$
Site $0$ is reflecting, so its down term is absent. Site $N$ is absorbing, so $T_N=0$.

## Solving it with detailed-balance weights

Define $w_n=\prod_{k<n}u_k/d_{k+1}$. Then $w_0=1$ and $w_{n+1}d_{n+1}=w_nu_n$, which is detailed balance on a link. If the chain were closed at site $N-1$, the equilibrium probability of site $n$ would be $w_n/\sum_{m<N}w_m$.

Write $\Delta_n=T_n-T_{n+1}$. The equation at site $0$ reads $u_0\Delta_0=1$, and at site $n+1$ it reads $u_{n+1}\Delta_{n+1}=1+d_{n+1}\Delta_n$. Multiplying the latter by $w_{n+1}$ gives
$$u_{n+1}w_{n+1}\Delta_{n+1}=w_{n+1}+u_nw_n\Delta_n ,$$
and therefore $u_nw_n\Delta_n=w_0+\dots+w_n$. Since $T_N=0$, summing the drops from $j$ to $N-1$ yields
$$T_j=\sum_{n=j}^{N-1}\frac{w_0+\dots+w_n}{u_nw_n},\qquad T_0=\sum_{0\le m\le n<N}\frac{w_m}{u_nw_n}.$$

Conversely, the formula gives $T_N=0$ and the same weighted drops. The drop at $n=0$ is the equation at site $0$; subtracting consecutive drops and dividing by $w_{n+1}>0$ recovers the others.

For equal rates $k$, $\Delta_n=(n+1)/k$, which sums to $N(N+1)/(2k)$. For constant rates $a$ up and $b$ down, with $a\ne b$, $\Delta_n=(1-(b/a)^{n+1})/(a-b)$, and the geometric sum gives
$$T_0=\frac{N}{a-b}-\frac{b}{(a-b)^2}\left(1-(b/a)^N\right).$$

## What the theorems say

The rates and times are functions `u d T : ℕ → ℝ`. `BackwardEquation u d T N` collects the equation at site $0$, the equations at the sites `n + 1` below `N`, and `T N = 0`. The value `d 0` is never used. Up rates must be positive below $N$, and down rates at sites $1,\dots,N-1$.

`backwardEquation_iff` states that `T` solves these equations exactly when `T j = passageTime u d N j` for every `j ≤ N`. A solution therefore exists and is unique on those sites; values beyond $N$ are unrestricted. `passage_from_bottom` is the double sum for $T_0$, and the last two theorems are the constant-rate cases.

The backward equation is the starting point: the file constructs no random process and does not derive $T$ as an expectation. For a Markovian chain with time-independent rates, nearest-neighbour hops and a reflecting end at site $0$, the formula supplies a reference value for kinetic Monte Carlo estimates of the mean passage time.

## The Lean file

```lean
import Mathlib

open Finset

namespace MeanFirstPassage

noncomputable section

/-- The weight `w_n`, the product over `k < n` of the ratios `u_k / d_(k+1)` of the up rate
to the down rate on each link. -/
def weight (u d : ℕ → ℝ) (n : ℕ) : ℝ := ∏ k ∈ range n, u k / d (k + 1)

/-- The backward equation for the mean time `T n` to reach site `N` from site `n`, with up rates
`u`, down rates `d`, a reflecting end at site `0` and an absorbing end at site `N`. -/
structure BackwardEquation (u d T : ℕ → ℝ) (N : ℕ) : Prop where
  bottom : 0 < N → u 0 * (T 1 - T 0) = -1
  interior : ∀ n, n + 1 < N →
    u (n + 1) * (T (n + 2) - T (n + 1)) + d (n + 1) * (T n - T (n + 1)) = -1
  absorbing : T N = 0

/-- The closed expression for the mean first-passage time from site `j` to site `N`. -/
def passageTime (u d : ℕ → ℝ) (N j : ℕ) : ℝ :=
  ∑ n ∈ Ico j N, (∑ m ∈ range (n + 1), weight u d m) / (u n * weight u d n)

variable {u d T : ℕ → ℝ} {N : ℕ}

/-- The weights of all sites below the absorbing one are positive. -/
theorem weight_pos (hu : ∀ n < N, 0 < u n) (hd : ∀ n, n + 1 < N → 0 < d (n + 1))
    {n : ℕ} (hn : n < N) : 0 < weight u d n := by
  unfold weight
  refine Finset.prod_pos fun k hk => ?_
  have hk' := Finset.mem_range.mp hk
  exact div_pos (hu k (by omega)) (hd k (by omega))

/-- The weights balance the up and down rates on each link. -/
theorem weight_balance {n : ℕ} (h : d (n + 1) ≠ 0) :
    weight u d (n + 1) * d (n + 1) = weight u d n * u n := by
  unfold weight
  rw [Finset.prod_range_succ, mul_assoc]
  congr 1
  exact ((div_eq_iff h).1 rfl).symm

/-- The drop in mean first-passage time across a link, multiplied by `u_n w_n`, is the total
weight of the sites up to `n`. -/
theorem weighted_drop (hd : ∀ n, n + 1 < N → 0 < d (n + 1))
    (h : BackwardEquation u d T N) (n : ℕ) (hn : n < N) :
    u n * weight u d n * (T n - T (n + 1)) = ∑ m ∈ range (n + 1), weight u d m := by
  induction n with
  | zero =>
    have hw : weight u d 0 = 1 := by simp [weight]
    simp only [zero_add, Finset.sum_range_one, hw]
    linear_combination -(h.bottom hn)
  | succ n ih =>
    rw [Finset.sum_range_succ, ← ih (by omega)]
    have E : u (n + 1) * (T (n + 1 + 1) - T (n + 1)) + d (n + 1) * (T n - T (n + 1)) = -1 :=
      h.interior n hn
    have D := weight_balance (u := u) (hd n hn).ne'
    -- the backward equation times the weight, with the balance of rates on the link
    linear_combination (-weight u d (n + 1)) * E + (T n - T (n + 1)) * D

/-- For positive rates, `T` solves the backward equation if and only if it is given by the closed
expression at every starting site up to `N`. -/
theorem backwardEquation_iff (hu : ∀ n < N, 0 < u n) (hd : ∀ n, n + 1 < N → 0 < d (n + 1)) :
    BackwardEquation u d T N ↔ ∀ j ≤ N, T j = passageTime u d N j := by
  have hne : ∀ n < N, u n * weight u d n ≠ 0 := fun n hn =>
    (mul_pos (hu n hn) (weight_pos hu hd hn)).ne'
  constructor
  · intro h
    -- add up the drops, starting from the absorbing site
    have key : ∀ k j, j + k = N → T j = passageTime u d N j := by
      intro k
      induction k with
      | zero =>
        intro j hj
        have hj' : j = N := by omega
        rw [hj', h.absorbing]
        simp [passageTime]
      | succ k ih =>
        intro j hj
        have hjN : j < N := by omega
        have e := ih (j + 1) (by omega)
        unfold passageTime at e ⊢
        rw [Finset.sum_eq_sum_Ico_succ_bot hjN, ← e, ← weighted_drop hd h j hjN,
          (div_eq_iff (hne j hjN)).2 (mul_comm _ _)]
        ring
    exact fun j hj => key (N - j) j (by omega)
  · intro h
    have step : ∀ n < N, u n * weight u d n * (T n - T (n + 1))
        = ∑ m ∈ range (n + 1), weight u d m := by
      intro n hn
      rw [h n hn.le, h (n + 1) hn]
      unfold passageTime
      rw [Finset.sum_eq_sum_Ico_succ_bot hn, add_sub_cancel_right, mul_comm]
      exact ((div_eq_iff (hne n hn)).1 rfl).symm
    refine ⟨fun hN => ?_, fun n hn => ?_, ?_⟩
    · have s := step 0 hN
      have hw : weight u d 0 = 1 := by simp [weight]
      simp only [zero_add, Finset.sum_range_one, hw] at s
      linear_combination -s
    · have s0 := step n (by omega)
      have s1 := step (n + 1) hn
      rw [Finset.sum_range_succ] at s1
      have D := weight_balance (u := u) (hd n hn).ne'
      have key : u (n + 1) * (T (n + 1 + 1) - T (n + 1))
          + d (n + 1) * (T n - T (n + 1)) = -1 := by
        apply mul_left_cancel₀ (weight_pos hu hd hn).ne'
        linear_combination -s1 + s0 + (T n - T (n + 1)) * D
      exact key
    · rw [h N le_rfl]
      simp [passageTime]

/-- The mean first-passage time from the reflecting end to site `N` is the sum over
`m ≤ n < N` of `w_m / (u_n w_n)`. -/
theorem passage_from_bottom (hu : ∀ n < N, 0 < u n) (hd : ∀ n, n + 1 < N → 0 < d (n + 1))
    (h : BackwardEquation u d T N) :
    T 0 = ∑ n ∈ range N, ∑ m ∈ range (n + 1), weight u d m / (u n * weight u d n) := by
  rw [(backwardEquation_iff hu hd).1 h 0 (Nat.zero_le N), passageTime, Finset.range_eq_Ico]
  exact Finset.sum_congr rfl fun n _ => Finset.sum_div _ _ _

/-- With equal up and down rates `k` on all links, the mean first-passage time from site `0` to
site `N` is `N (N + 1) / (2 k)`. -/
theorem passage_unbiased {k : ℝ} (hk : 0 < k)
    (h : BackwardEquation (fun _ => k) (fun _ => k) T N) :
    T 0 = (N : ℝ) * (N + 1) / (2 * k) := by
  have h' : BackwardEquation (fun _ => k) (fun _ => k)
      (fun n => ((N : ℝ) * (N + 1) - n * (n + 1)) / (2 * k)) N := by
    refine ⟨fun _ => ?_, fun n _ => ?_, ?_⟩
    · push_cast
      field_simp
      ring
    · push_cast
      field_simp
      ring
    · simp
  have I := fun S : ℕ → ℝ => backwardEquation_iff (u := fun _ => k) (d := fun _ => k)
    (T := S) (N := N) (fun _ _ => hk) (fun _ _ => hk)
  have e := ((I _).1 h 0 (Nat.zero_le N)).trans ((I _).1 h' 0 (Nat.zero_le N)).symm
  simpa using e

/-- With constant but different up rate `a` and down rate `b`, the mean first-passage time from
site `0` to site `N` is a term linear in `N` plus a term with the power `(b / a) ^ N`. -/
theorem passage_biased {a b : ℝ} (ha : 0 < a) (hb : 0 < b) (hab : a ≠ b)
    (h : BackwardEquation (fun _ => a) (fun _ => b) T N) :
    T 0 = N / (a - b) - b / (a - b) ^ 2 * (1 - (b / a) ^ N) := by
  obtain ⟨r, hr0⟩ : ∃ r, r = b / a := ⟨_, rfl⟩
  obtain ⟨c, hc⟩ : ∃ c, c = (a - b)⁻¹ := ⟨_, rfl⟩
  have hr : a * r = b := by
    rw [hr0]
    field_simp
  have hi : (a - b) * c = 1 := by
    rw [hc]
    exact mul_inv_cancel₀ (sub_ne_zero.2 hab)
  -- an explicit solution, which must agree with `T`
  have h' : BackwardEquation (fun _ => a) (fun _ => b)
      (fun n => ((N : ℝ) - n) * c - b * c ^ 2 * (r ^ n - r ^ N)) N := by
    refine ⟨fun _ => ?_, fun n _ => ?_, ?_⟩
    · push_cast
      linear_combination (-b * c ^ 2) * hr + (b * c - 1) * hi
    · push_cast
      linear_combination (b * c ^ 2 * r ^ n * (1 - r)) * hr - hi
    · simp
  have I := fun S : ℕ → ℝ => backwardEquation_iff (u := fun _ => a) (d := fun _ => b)
    (T := S) (N := N) (fun _ _ => ha) (fun _ _ => hb)
  have e : T 0 = ((N : ℝ) - (0 : ℕ)) * c - b * c ^ 2 * (r ^ 0 - r ^ N) :=
    ((I _).1 h 0 (Nat.zero_le N)).trans ((I _).1 h' 0 (Nat.zero_le N)).symm
  have h1 : (N : ℝ) / (a - b) = N * c := by rw [hc, div_eq_mul_inv]
  have h2 : b / (a - b) ^ 2 = b * c ^ 2 := by rw [hc, inv_pow, div_eq_mul_inv]
  rw [e, ← hr0, h1, h2, Nat.cast_zero]
  ring

end

end MeanFirstPassage
```

```lean
#print axioms MeanFirstPassage.passage_from_bottom
#print axioms MeanFirstPassage.passage_unbiased
#print axioms MeanFirstPassage.passage_biased
```

```
'MeanFirstPassage.passage_from_bottom' depends on axioms: [propext, Classical.choice, Quot.sound]
'MeanFirstPassage.passage_unbiased' depends on axioms: [propext, Classical.choice, Quot.sound]
'MeanFirstPassage.passage_biased' depends on axioms: [propext, Classical.choice, Quot.sound]
```

## How the proof follows the derivation

`weight_pos` and `weight_balance` supply positivity and detailed balance. `weighted_drop` proves the formula for $u_nw_n\Delta_n$ by induction on $n$; its `linear_combination` multiplies the backward equation by the weight and applies the balance relation.

In the forward half of `backwardEquation_iff`, the induction runs over the distance `k` from the absorbing site, splitting off the lowest term of the sum each time. The reverse half extracts the drops from the formula, subtracts neighbouring ones and cancels the positive weight. `passage_from_bottom` sets $j=0$ and distributes the division over the inner sum.

The constant-rate theorems take a different route from the summation above. Each writes down an explicit solution for all sites, checks the backward equation, and uses `backwardEquation_iff` twice to identify it with `T` at site $0$. In `passage_biased`, the abbreviations `r` for $b/a$ and `c` for $1/(a-b)$ reduce that check to polynomial algebra with $ar=b$ and $(a-b)c=1$.
